# Gaussian smearing at fixed levels: a grand-potential error bounded by a Gaussian in the distance from the chemical potential to the nearest level

The comparison is made at fixed chemical potential \(\mu\), between grand potentials of the same finite set of non-interacting levels. Fixing the electron number \(N\) instead would in general make \(\mu\) depend on the smearing width \(\sigma\). One would then compare free energies \(\Omega+\mu N\), and the distance of the levels from the shifted \(\mu\) would need its own control.

```lean
import Mathlib

open MeasureTheory Filter Real
open scoped Topology

namespace GaussianSmearingInsulator

noncomputable section
```

## Occupation, entropy and grand potential

Let \(x\) be a level's energy measured from \(\mu\) in units of \(\sigma\). Its smeared occupation is the tail of a normalised Gaussian,

\[ f(x)=\int_x^\infty \frac{e^{-t^2}}{\sqrt\pi}\,dt . \]

```lean
/-- Gaussian-smeared occupation of a level at reduced energy `x`, measured from the
chemical potential in units of the smearing width. -/
def occupation (x : ℝ) : ℝ := ∫ t in Set.Ioi x, Real.exp (-t ^ 2) / √π
```

The generalised entropy is postulated as

\[ S(x)=\frac{e^{-x^2}}{2\sqrt\pi}. \]

Its physical role shows in an identity that the code does not contain: \(S'=xf'\), so \((xf-S)'=f\), and the occupation is the response of the grand potential to a shift of the level.

```lean
/-- Generalised entropy of a level at reduced energy `x` in Gaussian smearing. -/
def entropy (x : ℝ) : ℝ := Real.exp (-x ^ 2) / (2 * √π)
```

The sharp occupation \(\theta(x)\) is 1 for \(x<0\) and 0 otherwise.

```lean
/-- Sharp occupation: one below the chemical potential, zero otherwise. -/
def stepOccupation (x : ℝ) : ℝ := if x < 0 then 1 else 0
```

Levels \(e_i\) carry weights \(w_i\), which may combine k-point weights and spin degeneracy. With \(x_i=(e_i-\mu)/\sigma\), the smeared grand potential is

\[ \Omega_\sigma=\sum_i w_i\,[(e_i-\mu)f(x_i)-\sigma S(x_i)] . \]

The index `i` runs over a finite type `ι`, and `w` and `e` are real functions on it.

```lean
/-- Grand potential of independent levels `e i` with weights `w i`, smeared with width `σ`. -/
def smearedGrandPotential {ι : Type*} [Fintype ι] (w e : ι → ℝ) (μ σ : ℝ) : ℝ :=
  ∑ i, w i * ((e i - μ) * occupation ((e i - μ) / σ) - σ * entropy ((e i - μ) / σ))
```

With sharp occupations, only levels below \(\mu\) contribute:

\[ \Omega_0=\sum_i w_i\min(e_i-\mu,0). \]

```lean
/-- Grand potential of the same levels with sharp occupations. -/
def sharpGrandPotential {ι : Type*} [Fintype ι] (w e : ι → ℝ) (μ : ℝ) : ℝ :=
  ∑ i, w i * min (e i - μ) 0
```

## Electrons and holes

The kernel \(e^{-t^2}/\sqrt\pi\) is integrable, which allows its integral to be split.

```lean
/-- The Gaussian smearing kernel is integrable. -/
lemma integrable_kernel : Integrable (fun t : ℝ => Real.exp (-t ^ 2) / √π) := by
  have h := (integrable_exp_neg_mul_sq (one_pos : (0 : ℝ) < 1)).div_const (√π)
  simpa only [neg_mul, one_mul] using h
```

Substituting \(t\to-t\) gives \(f(-x)=\int_{-\infty}^{x}e^{-t^2}/\sqrt\pi\,dt\). Adding \(f(x)\) completes the line, whose total is 1, so \(f(-x)=1-f(x)\). In the proof, `h1` is the substitution, `h2` the normalisation and `h3` the splitting.

```lean
/-- Particle-hole symmetry: the occupation at `-x` is the hole occupation at `x`. -/
theorem occupation_neg (x : ℝ) : occupation (-x) = 1 - occupation x := by
  have h1 : ∫ t in Set.Iic x, Real.exp (-t ^ 2) / √π = occupation (-x) := by
    have h := integral_comp_neg_Iic x (fun t : ℝ => Real.exp (-t ^ 2) / √π)
    unfold occupation
    simpa only [neg_sq] using h
  have h2 : ∫ t : ℝ, Real.exp (-t ^ 2) / √π = 1 := by
    have h := integral_gaussian 1
    simp only [neg_mul, one_mul, div_one] at h
    rw [integral_div, h]
    exact div_self (by positivity)
  -- the two half-lines together carry the whole kernel
  have h3 := integral_add_compl (measurableSet_Iic (a := x)) integrable_kernel
  rw [Set.compl_Iic, h1, h2] at h3
  change occupation (-x) + occupation x = 1 at h3
  linarith
```

The integrand is non-negative, so \(f(x)\ge0\). Applying this at \(-x\) gives \(1-f(x)\ge0\).

```lean
/-- Gaussian-smeared occupations lie between zero and one. -/
theorem occupation_bounds (x : ℝ) : 0 ≤ occupation x ∧ occupation x ≤ 1 := by
  have h : ∀ y, 0 ≤ occupation y := fun y =>
    setIntegral_nonneg measurableSet_Ioi (fun t _ => by positivity)
  have h1 := h (-x)
  rw [occupation_neg] at h1
  exact ⟨h x, by linarith⟩
```

## The defect of one level

Since \(-S\) has derivative \(t\,e^{-t^2}/\sqrt\pi\) and vanishes at infinity, the first moment of the tail is \(S(x)\). On the tail \(x<t\), hence

\[ xf(x)=\int_x^\infty x\,\frac{e^{-t^2}}{\sqrt\pi}\,dt\le\int_x^\infty t\,\frac{e^{-t^2}}{\sqrt\pi}\,dt=S(x). \]

Here `hd` and `hlim` supply the derivative and the limit, and the `calc` block is the displayed chain.

```lean
/-- The reduced energy times the occupation never exceeds the entropy of the level. -/
theorem mul_occupation_le_entropy (x : ℝ) : x * occupation x ≤ entropy x := by
  have hd : ∀ t ∈ Set.Ici x, HasDerivAt (fun s => -entropy s)
      (t * (Real.exp (-t ^ 2) / √π)) t := by
    intro t _
    have h0 : HasDerivAt (fun s : ℝ => -s ^ 2) (-(2 * t)) t := by
      simpa using (hasDerivAt_pow 2 t).fun_neg
    have h := (h0.exp.div_const (2 * √π)).fun_neg
    refine h.congr_deriv ?_
    ring
  have hint : Integrable (fun t : ℝ => t * (Real.exp (-t ^ 2) / √π)) := by
    have h := (integrable_mul_exp_neg_mul_sq (one_pos : (0 : ℝ) < 1)).div_const (√π)
    simpa only [neg_mul, one_mul, mul_div_assoc] using h
  have hlim : Tendsto (fun s => -entropy s) atTop (𝓝 0) := by
    have h : Tendsto (fun s : ℝ => -(Real.exp (-s ^ 2) / (2 * √π))) atTop
        (𝓝 (-(0 / (2 * √π)))) :=
      ((Real.tendsto_exp_neg_atTop_nhds_zero.comp
        (tendsto_pow_atTop (two_ne_zero : (2 : ℕ) ≠ 0))).div_const (2 * √π)).neg
    rw [zero_div, neg_zero] at h
    exact h
  -- the first moment of the tail is the entropy
  have hI := integral_Ioi_of_hasDerivAt_of_tendsto' hd hint.integrableOn hlim
  calc x * occupation x = ∫ t in Set.Ioi x, x * (Real.exp (-t ^ 2) / √π) := by
        rw [integral_const_mul, occupation]
    _ ≤ ∫ t in Set.Ioi x, t * (Real.exp (-t ^ 2) / √π) :=
        setIntegral_mono_on (integrable_kernel.const_mul x).integrableOn hint.integrableOn
          measurableSet_Ioi (fun t ht =>
            mul_le_mul_of_nonneg_right (le_of_lt (Set.mem_Ioi.mp ht)) (by positivity))
    _ = entropy x := by rw [hI]; simp
```

Define \(d(x)=\min(x,0)-xf(x)+S(x)\). For \(x\ge0\), \(d=S(x)-xf(x)\), which lies between 0 and \(S(x)\). For \(x\le0\), symmetry gives

\[ d(x)=x(1-f(x))+S(x)=S(-x)-(-x)f(-x), \]

the same expression for the hole, so again \(0\le d(x)\le S(x)\). The split on `le_total 0 x` follows these two cases.

```lean
/-- For one level, smearing lowers the reduced grand potential by an amount between zero
and the entropy of that level. -/
theorem level_defect_bounds (x : ℝ) :
    0 ≤ min x 0 - x * occupation x + entropy x ∧
      min x 0 - x * occupation x + entropy x ≤ entropy x := by
  obtain ⟨h0, h1⟩ := occupation_bounds x
  rcases le_total 0 x with hx | hx
  · rw [min_eq_right hx]
    have h := mul_occupation_le_entropy x
    exact ⟨by linarith, by nlinarith⟩
  · rw [min_eq_left hx]
    -- below the chemical potential, argue with the hole
    have h := mul_occupation_le_entropy (-x)
    rw [occupation_neg, show entropy (-x) = entropy x by simp [entropy]] at h
    exact ⟨by linarith, by nlinarith⟩
```

The lower bound also controls the occupation. For \(x<0\), \(|x|\,|f-\theta|=-x(1-f)\le S(x)\); for \(x\ge0\), it is \(xf\le S(x)\).

```lean
/-- The occupation error of a level, times its distance from the chemical potential in
units of the width, is at most its entropy. -/
theorem occupation_error (x : ℝ) :
    |x| * |occupation x - stepOccupation x| ≤ entropy x := by
  obtain ⟨h0, h1⟩ := occupation_bounds x
  have hd := (level_defect_bounds x).1
  by_cases hx : x < 0
  · rw [min_eq_left hx.le] at hd
    rw [stepOccupation, if_pos hx, abs_of_neg hx, abs_of_nonpos (by linarith)]
    linarith
  · rw [stepOccupation, if_neg hx, sub_zero, abs_of_nonneg (not_lt.mp hx), abs_of_nonneg h0]
    exact mul_occupation_le_entropy x
```

## Summing over a gapped spectrum

If \(|E|\ge\Delta\ge0\), then \((E/\sigma)^2\ge(\Delta/\sigma)^2\), and therefore \(S(E/\sigma)\le S(\Delta/\sigma)\).

```lean
/-- A level at least `Δ` away from the chemical potential has at most the entropy of a
level at distance `Δ`. -/
lemma entropy_le_of_gap {E Δ σ : ℝ} (hΔ : 0 ≤ Δ) (hE : Δ ≤ |E|) :
    entropy (E / σ) ≤ entropy (Δ / σ) := by
  have h : (Δ / σ) ^ 2 ≤ (E / σ) ^ 2 := by
    rw [div_pow, div_pow, ← sq_abs E]
    exact div_le_div_of_nonneg_right (pow_le_pow_left₀ hΔ hE 2) (sq_nonneg σ)
  exact div_le_div_of_nonneg_right (Real.exp_le_exp.mpr (neg_le_neg h)) (by positivity)
```

Let \(W=\sum_i w_i\). Writing \(e_i-\mu=\sigma x_i\) and taking \(\sigma>0\) out of the minimum,

\[ \Omega_0-\Omega_\sigma=\sigma\sum_i w_i\,d(x_i),\qquad 0\le\Omega_0-\Omega_\sigma\le\sigma W\,\frac{e^{-(\Delta/\sigma)^2}}{2\sqrt\pi}. \]

The identity is `key`; the bounds follow term by term because \(w_i\ge0\). The hypothesis `hgap` says that every level is at least \(\Delta\) from \(\mu\), so \(\Delta\) is at most half the gap when \(\mu\) lies between occupied and empty levels. \(W\) counts the empty levels too.

For an insulator with fixed, non-interacting levels on a finite k-point mesh, this bounds the smearing error in the grand potential; self-consistent changes of the levels and the error of the mesh itself are not included.

```lean
variable {ι : Type*} [Fintype ι]

/-- For non-negative weights and `σ > 0`, if every level is at least `Δ ≥ 0` from the chemical
potential, smearing lowers the grand potential by at most `σ W exp (-(Δ/σ)²) / (2√π)`, with `W` the
total weight, and never raises it. -/
theorem insulator_smearing_error (w e : ι → ℝ) {μ σ Δ : ℝ} (hσ : 0 < σ) (hΔ : 0 ≤ Δ)
    (hw : ∀ i, 0 ≤ w i) (hgap : ∀ i, Δ ≤ |e i - μ|) :
    0 ≤ sharpGrandPotential w e μ - smearedGrandPotential w e μ σ ∧
      sharpGrandPotential w e μ - smearedGrandPotential w e μ σ ≤
        σ * (∑ i, w i) * (Real.exp (-(Δ / σ) ^ 2) / (2 * √π)) := by
  -- the difference is a weighted sum of one-level defects
  have key : sharpGrandPotential w e μ - smearedGrandPotential w e μ σ =
      σ * ∑ i, w i * (min ((e i - μ) / σ) 0 - (e i - μ) / σ * occupation ((e i - μ) / σ)
        + entropy ((e i - μ) / σ)) := by
    unfold sharpGrandPotential smearedGrandPotential
    rw [← Finset.sum_sub_distrib, Finset.mul_sum]
    refine Finset.sum_congr rfl fun i _ => ?_
    have hx : e i - μ = σ * ((e i - μ) / σ) := by field_simp
    have hm : min (e i - μ) 0 = σ * min ((e i - μ) / σ) 0 := by
      rw [mul_min_of_nonneg _ _ hσ.le, mul_zero, ← hx]
    generalize (e i - μ) / σ = X at hx hm ⊢
    rw [hm]
    linear_combination (-(w i) * occupation X) * hx
  rw [key]
  constructor
  · exact mul_nonneg hσ.le (Finset.sum_nonneg fun i _ =>
      mul_nonneg (hw i) (level_defect_bounds _).1)
  · rw [mul_assoc, Finset.sum_mul]
    exact mul_le_mul_of_nonneg_left (Finset.sum_le_sum fun i _ =>
      mul_le_mul_of_nonneg_left
        ((level_defect_bounds _).2.trans (entropy_le_of_gap hΔ (hgap i))) (hw i)) hσ.le
```

For \(\Delta>0\), each occupation error obeys \(|f(x_i)-\theta(x_i)|\le(\sigma/\Delta)S(\Delta/\sigma)\), because \(|x_i|\ge\Delta/\sigma\). The triangle inequality then gives

\[ \Bigl|\sum_i w_i f(x_i)-\sum_i w_i\theta(e_i-\mu)\Bigr|\le\frac{\sigma}{\Delta}\,W\,\frac{e^{-(\Delta/\sigma)^2}}{2\sqrt\pi}. \]

Lean evaluates \(\theta\) at \(e_i-\mu\); `hs` records that dividing by \(\sigma>0\) leaves it unchanged.

```lean
/-- For non-negative weights of total `W`, with every level at least `Δ > 0` from the fixed chemical
potential, the electron number smeared with width `σ > 0` differs from the sharp one by at most
`(σ/Δ) W exp (-(Δ/σ)²) / (2√π)`. -/
theorem electron_number_error (w e : ι → ℝ) {μ σ Δ : ℝ} (hσ : 0 < σ) (hΔ : 0 < Δ)
    (hw : ∀ i, 0 ≤ w i) (hgap : ∀ i, Δ ≤ |e i - μ|) :
    |∑ i, w i * occupation ((e i - μ) / σ) - ∑ i, w i * stepOccupation (e i - μ)| ≤
      σ / Δ * (∑ i, w i) * (Real.exp (-(Δ / σ) ^ 2) / (2 * √π)) := by
  rw [← Finset.sum_sub_distrib, mul_comm (σ / Δ), mul_assoc, Finset.sum_mul]
  refine (Finset.abs_sum_le_sum_abs _ _).trans (Finset.sum_le_sum fun i _ => ?_)
  rw [← mul_sub, abs_mul, abs_of_nonneg (hw i)]
  refine mul_le_mul_of_nonneg_left ?_ (hw i)
  have hs : stepOccupation ((e i - μ) / σ) = stepOccupation (e i - μ) := by
    simp only [stepOccupation, div_lt_iff₀ hσ, zero_mul]
  have h := (occupation_error ((e i - μ) / σ)).trans (entropy_le_of_gap hΔ.le (hgap i))
  rw [hs, abs_div, abs_of_pos hσ] at h
  -- replace the distance of the level by the smaller distance Δ
  have h2 := (mul_le_mul_of_nonneg_right (div_le_div_of_nonneg_right (hgap i) hσ.le)
    (abs_nonneg (occupation ((e i - μ) / σ) - stepOccupation (e i - μ)))).trans h
  have h3 := mul_le_mul_of_nonneg_left h2 (div_pos hσ hΔ).le
  have h4 : σ / Δ * (Δ / σ) = 1 := by field_simp
  rw [← mul_assoc, h4, one_mul] at h3
  exact h3
```

## All levels at the chemical potential

If every \(e_i=\mu\), the energy terms vanish and only \(S(0)=1/(2\sqrt\pi)\) remains:

\[ \Omega_0-\Omega_\sigma=\frac{\sigma W}{2\sqrt\pi}. \]

For \(\sigma>0\) and non-negative weights, this attains the grand-potential bound at \(\Delta=0\).

```lean
/-- When all levels sit at the chemical potential, smearing lowers the grand potential by exactly `σ
W / (2√π)`, with `W` the total weight. -/
theorem gapless_equality (w : ι → ℝ) (μ σ : ℝ) :
    sharpGrandPotential w (fun _ => μ) μ - smearedGrandPotential w (fun _ => μ) μ σ =
      σ * (∑ i, w i) * (1 / (2 * √π)) := by
  have h : entropy 0 = 1 / (2 * √π) := by simp [entropy]
  simp only [sharpGrandPotential, smearedGrandPotential, sub_self, zero_div, min_self,
    mul_zero, zero_mul, Finset.sum_const_zero, h, zero_sub, ← Finset.sum_mul]
  ring

end

end GaussianSmearingInsulator
```

```lean
#print axioms GaussianSmearingInsulator.insulator_smearing_error
-- 'GaussianSmearingInsulator.insulator_smearing_error' depends on axioms: [propext, Classical.choice, Quot.sound]
#print axioms GaussianSmearingInsulator.electron_number_error
-- 'GaussianSmearingInsulator.electron_number_error' depends on axioms: [propext, Classical.choice, Quot.sound]
#print axioms GaussianSmearingInsulator.gapless_equality
-- 'GaussianSmearingInsulator.gapless_equality' depends on axioms: [propext, Classical.choice, Quot.sound]
```
